# Monotonic fall-off for 1/5 ≤ F ≤ 1 and a falling rate for 0 < F < 4/121 in the simple Troe form

Let k be the rate constant of a thermal unimolecular or association reaction in units of its high-pressure limit k∞. At fixed temperature it depends on the reduced pressure x = k₀[M]/k∞, where k₀ is the low-pressure rate coefficient and [M] the bath-gas concentration. The simple Troe form is

k(x) = (x/(1+x)) F^(1/(1+u²)), u = log₁₀ x, x > 0.

The constant F > 0 is the centre broadening factor, often written F_cent. It stands for the depression of the rate at x = 1 below the Lindemann value 1/2. The natural logarithm is ln.

For a single-channel thermal reaction, more collisions should not slow the reaction down. The fitted formula respects this when 1/5 ≤ F ≤ 1: k is then strictly increasing. For 0 < F < 4/121 it does not, since k(1) < k(1/10).

## The slope and its sign

Taking the logarithm gives

ln k = ln x − ln(1+x) + ln F/(1+u²).

Since du/d ln x = 1/ln 10, the logarithmic slope, or apparent order in pressure, is

d ln k/d ln x = 1/(1+x) − 2 f u/(1+u²)², f = log₁₀ F.

The factor 1/ln 10 has turned ln F into log₁₀ F. If ln F is left in the slope by mistake, the broadening term is too large by a factor of 2.3, and the curve for F = 1/5 appears to fall near x = 0.27, although it rises.

For x ≥ 1 and F ≤ 1 we have u ≥ 0 and f ≤ 0, so the second contribution is nonnegative and the slope is positive.

For x < 1 the Lindemann part 1/(1+x) exceeds 1/2. Put v = −u > 0. From 5¹⁰ = 9765625 ≤ 10⁷ we get log₁₀ 5 ≤ 7/10, hence f ≥ −7/10 when F ≥ 1/5, and 2fu ≤ (7/5)v. The broadening part is therefore below 1/2 if (14/5)v < (1+v²)². This holds because

(1+v²)² − (14/5)v = (v² − 3/10)² + (13/5)(v − 7/13)² + 203/1300 > 0.

## Two pressures and a threshold in F

At x = 1 the exponent is 1, and at x = 1/10 it is 1/2, so

k(1) = F/2, k(1/10) = √F/11.

Hence k(1) < k(1/10) exactly when √F < 2/11, that is, F < 4/121 ≈ 0.033. This is the exact criterion for these two pressures, not for monotonicity: at F = 4/121 the two values agree, but the slope at x = 1 is 1/2, so the curve already dips in between.

Now let 0 < F < F' ≤ 1, and suppose k is nondecreasing for F. For x < y, write p and q for the values of 1/(1+u²) at x and y, and L > 0 for the increase of ln(x/(1+x)). The increase of ln k for F' is

L + (q − p) ln F'.

If q ≤ p, the second term is nonnegative and the sum is positive. If q > p, the sum exceeds L + (q − p) ln F, which is nonnegative by assumption. So k is strictly increasing for F', and monotonicity is lost at a single threshold as F decreases.

## A temperature-dependent F in a kinetics calculation

A kinetics program that uses the simple form computes x from k₀, k∞ and [M], evaluates F at the current temperature T, and multiplies k(x) by k∞. Suppose a fit gives F = exp(−T/T*) with T* = 500 K. Then F ≥ 1/5 up to about 805 K, and F < 4/121 above about 1705 K. At 2000 K, F = 0.018, and raising x from 0.1 to 1 lowers k from 0.0123 to 0.0092. These bounds apply to the simple form only; Troe expressions whose width and centre shift with F are different functions.

## The curve and its apparent order in Lean

```lean
import Mathlib

open Set

namespace TroeFalloff

noncomputable section
```

The function `troe F x` is the dimensionless k(x), and `Real.logb 10` is the decadic logarithm.

```lean
/-- The simple Troe fall-off form: the rate constant in units of its high-pressure limit, at
reduced pressure `x > 0` and with centre broadening factor `F > 0`. -/
def troe (F x : ℝ) : ℝ :=
  x / (1 + x) * F ^ (1 / (1 + (Real.logb 10 x) ^ 2))
```

The apparent order is entered as an explicit formula; its meaning as a slope is proved below.

```lean
/-- The apparent order in pressure at reduced pressure `x > 0`: a Lindemann part and a part
from the broadening factor `F > 0`. -/
def apparentOrder (F x : ℝ) : ℝ :=
  1 / (1 + x) - 2 * Real.logb 10 F * Real.logb 10 x / (1 + (Real.logb 10 x) ^ 2) ^ 2
```

The theorems concern real numbers F and x. That x is proportional to the pressure, as for an ideal gas of fixed composition at fixed temperature, and that F is held fixed, is the physical identification that the reader supplies.

Positivity permits taking logarithms.

```lean
/-- For `F > 0` the Troe rate constant is positive at every positive pressure. -/
theorem troe_pos {F x : ℝ} (hF : 0 < F) (hx : 0 < x) : 0 < troe F x :=
  mul_pos (by positivity) (Real.rpow_pos_of_pos hF _)
```

The next lemma is the expression for ln k derived above.

```lean
/-- For `F > 0` and `x > 0` the logarithm of the rate constant is the Lindemann term plus
`log F` weighted by the broadening profile. -/
theorem log_troe {F x : ℝ} (hF : 0 < F) (hx : 0 < x) :
    Real.log (troe F x) = Real.log x - Real.log (1 + x)
      + Real.log F / (1 + (Real.logb 10 x) ^ 2) := by
  have hx1 : 1 + x ≠ 0 := by positivity
  have hq : x / (1 + x) ≠ 0 := by positivity
  rw [troe, Real.log_mul hq (Real.rpow_pos_of_pos hF _).ne',
    Real.log_div hx.ne' hx1, Real.log_rpow hF]
  ring
```

The derivative is taken with respect to x, so it equals the apparent order divided by x. The steps `h1` to `h6` differentiate the three terms. The logarithmic formula `log_troe` is proved for positive arguments, which suffices because all points near x > 0 are positive.

```lean
/-- For `F > 0` and `x > 0` the apparent order is the logarithmic slope of the rate constant:
`d ln k / dx` equals the apparent order divided by `x`. -/
theorem hasDerivAt_log_troe {F x : ℝ} (hF : 0 < F) (hx : 0 < x) :
    HasDerivAt (fun y => Real.log (troe F y)) (apparentOrder F x / x) x := by
  have hx1 : 1 + x ≠ 0 := by positivity
  have hD : 1 + (Real.logb 10 x) ^ 2 ≠ 0 := by positivity
  have h1 := Real.hasDerivAt_log hx.ne'
  have h2 : HasDerivAt (fun y => Real.log (1 + y)) (1 / (1 + x)) x :=
    ((hasDerivAt_id' x).const_add 1).log hx1
  have h3 : HasDerivAt (fun y => Real.logb 10 y) (x⁻¹ / Real.log 10) x :=
    h1.div_const _
  have h4 : HasDerivAt (fun y => 1 + (Real.logb 10 y) ^ 2)
      (2 * Real.logb 10 x * (x⁻¹ / Real.log 10)) x :=
    ((h3.fun_pow 2).const_add 1).congr_deriv (by norm_num)
  have h5 := (hasDerivAt_const x (Real.log F)).fun_div h4 hD
  have h6 := (h1.fun_sub h2).fun_add h5
  refine (h6.congr_of_eventuallyEq ?_).congr_deriv ?_
  · filter_upwards [lt_mem_nhds hx] with y hy using log_troe hF hy
  · -- the Lindemann part of the slope, then the broadening part
    have key : x⁻¹ - 1 / (1 + x) = 1 / (1 + x) / x := by
      field_simp
      ring
    have hFb : Real.logb 10 F = Real.log F / Real.log 10 := rfl
    rw [apparentOrder, hFb]
    linear_combination key
```

## From positive slope to growth

A convex set `S` of real numbers is an interval. Positive slope makes ln k strictly increasing on it, and comparing logarithms transfers this to k.

```lean
/-- For `F > 0`, if the apparent order is positive throughout an interval of positive
pressures, the rate constant is strictly increasing there. -/
theorem strictMonoOn_of_apparentOrder_pos {F : ℝ} (hF : 0 < F) {S : Set ℝ}
    (hS : Convex ℝ S) (hpos : ∀ x ∈ S, 0 < x) (h : ∀ x ∈ S, 0 < apparentOrder F x) :
    StrictMonoOn (troe F) S := by
  have hlog : StrictMonoOn (fun x => Real.log (troe F x)) S := by
    refine strictMonoOn_of_deriv_pos hS (fun x hx =>
      (hasDerivAt_log_troe hF (hpos x hx)).continuousAt.continuousWithinAt) (fun x hx => ?_)
    have hx' := interior_subset hx
    rw [(hasDerivAt_log_troe hF (hpos x hx')).deriv]
    exact div_pos (h x hx') (hpos x hx')
  intro x hx y hy hxy
  exact (Real.log_lt_log_iff (troe_pos hF (hpos x hx)) (troe_pos hF (hpos y hy))).1
    (hlog hx hy hxy)
```

Above the centre, `hu` and `hf` record the signs of u and f, and `h2` the sign of the broadening part.

```lean
/-- For `0 < F ≤ 1` the apparent order is positive at and above the centre `x = 1` of the
fall-off curve. -/
theorem apparentOrder_pos_of_one_le {F x : ℝ} (hF : 0 < F) (hF1 : F ≤ 1) (hx : 1 ≤ x) :
    0 < apparentOrder F x := by
  have h10 : 0 < Real.log 10 := Real.log_pos (by norm_num)
  have hu : 0 ≤ Real.logb 10 x := div_nonneg (Real.log_nonneg hx) h10.le
  have hf : Real.logb 10 F ≤ 0 :=
    div_nonpos_of_nonpos_of_nonneg (Real.log_nonpos hF.le hF1) h10.le
  have h1 : 0 < 1 / (1 + x) := by positivity
  have h2 : 2 * Real.logb 10 F * Real.logb 10 x / (1 + (Real.logb 10 x) ^ 2) ^ 2 ≤ 0 :=
    div_nonpos_of_nonpos_of_nonneg
      (by nlinarith [mul_nonpos_of_nonpos_of_nonneg hf hu]) (by positivity)
  unfold apparentOrder
  linarith
```

So the upper half of the curve, `Ici 1`, rises for every 0 < F ≤ 1, including strongly broadened fits.

```lean
/-- For every `0 < F ≤ 1` the Troe rate constant is strictly increasing on `x ≥ 1`. -/
theorem troe_strictMonoOn_high_pressure {F : ℝ} (hF : 0 < F) (hF1 : F ≤ 1) :
    StrictMonoOn (troe F) (Ici 1) :=
  strictMonoOn_of_apparentOrder_pos hF (convex_Ici 1)
    (fun _ hx => lt_of_lt_of_le one_pos hx)
    (fun _ hx => apparentOrder_pos_of_one_le hF hF1 hx)
```

On the full range `Ioi 0`, meaning x > 0, the proof splits at x = 1. Below the centre, `h5` comes from 5¹⁰ ≤ 10⁷, `hf` is the bound f ≥ −7/10, and `h1` is the Lindemann bound. The inequality `hq` is the quartic one with u = −v, and `nlinarith` receives the same two squares as in the derivation.

```lean
/-- For `1/5 ≤ F ≤ 1` the Troe rate constant is strictly increasing over the whole range of
positive pressures. -/
theorem troe_strictMonoOn {F : ℝ} (hF : 1 / 5 ≤ F) (hF1 : F ≤ 1) :
    StrictMonoOn (troe F) (Ioi 0) := by
  have hF0 : 0 < F := by linarith
  refine strictMonoOn_of_apparentOrder_pos hF0 (convex_Ioi 0) (fun _ hx => hx) ?_
  intro x hx
  have hx0 : 0 < x := hx
  rcases le_or_gt 1 x with h | h
  · exact apparentOrder_pos_of_one_le hF0 hF1 h
  have h10 : 0 < Real.log 10 := Real.log_pos (by norm_num)
  -- `5 ^ 10 ≤ 10 ^ 7` bounds the decadic logarithm of `F` from below by `-7/10`
  have h5 := Real.log_le_log (by norm_num : (0 : ℝ) < 5 ^ 10)
    (by norm_num : (5 : ℝ) ^ 10 ≤ 10 ^ 7)
  rw [Real.log_pow, Real.log_pow] at h5
  push_cast at h5
  have hlF := Real.log_le_log (by norm_num : (0 : ℝ) < 1 / 5) hF
  rw [one_div, Real.log_inv] at hlF
  have hf : -(7 / 10) ≤ Real.logb 10 F := by
    change -(7 / 10) ≤ Real.log F / Real.log 10
    rw [le_div_iff₀ h10]
    linarith
  have hu : Real.logb 10 x < 0 := div_neg_of_neg_of_pos (Real.log_neg hx0 h) h10
  have h1 : 1 / 2 < 1 / (1 + x) :=
    one_div_lt_one_div_of_lt (by linarith) (by linarith)
  unfold apparentOrder
  generalize Real.logb 10 x = u at hu ⊢
  generalize Real.logb 10 F = f at hf ⊢
  -- below the centre the broadening part stays under one half
  have hq : -(14 / 5) * u < (1 + u ^ 2) ^ 2 := by
    nlinarith [sq_nonneg (u ^ 2 - 3 / 10), sq_nonneg (u + 7 / 13)]
  have h2 : 2 * f * u / (1 + u ^ 2) ^ 2 < 1 / 2 := by
    rw [div_lt_iff₀ (by positivity)]
    nlinarith [mul_nonneg (by linarith : 0 ≤ f + 7 / 10) (by linarith : 0 ≤ -u)]
  linarith
```

## The exact comparison and the order in F

Here `h1` and `h2` evaluate k at the two pressures, and each direction of the equivalence passes through √F < 2/11.

```lean
/-- For `F > 0` the rate constant at the centre `x = 1` lies below its value at ten times lower
pressure exactly when `F < 4/121`. -/
theorem troe_one_lt_troe_tenth_iff {F : ℝ} (hF : 0 < F) :
    troe F 1 < troe F (1 / 10) ↔ F < 4 / 121 := by
  have e1 : (1 : ℝ) / (1 + 0 ^ 2) = 1 := by norm_num
  have e2 : (1 : ℝ) / (1 + (-1) ^ 2) = 1 / 2 := by norm_num
  have hl : Real.logb 10 (1 / 10) = -1 := by
    rw [one_div, Real.logb_inv, Real.logb_self_eq_one (by norm_num)]
  have h1 : troe F 1 = F / 2 := by
    rw [troe, Real.logb_one, e1, Real.rpow_one]
    ring
  have h2 : troe F (1 / 10) = √F / 11 := by
    rw [troe, hl, e2, ← Real.sqrt_eq_rpow]
    ring
  have hs : 0 < √F := Real.sqrt_pos.2 hF
  have hsq : √F ^ 2 = F := Real.sq_sqrt hF.le
  rw [h1, h2]
  -- both sides say that the square root of `F` is below `2/11`
  constructor
  · intro h
    have h3 : √F < 2 / 11 := by nlinarith
    nlinarith
  · intro h
    have h3 : √F < 2 / 11 := by nlinarith
    nlinarith [mul_pos hs (sub_pos.2 h3)]
```

In the last theorem, `MonotoneOn` means nondecreasing and `StrictMonoOn` strictly increasing. The inequality `hA` says that L > 0, and the final case distinction compares `q` with `p` as above. The theorem gives no numerical value for the threshold; together with the earlier results it confines it to the range from 4/121 to 1/5.

```lean
/-- If the Troe rate constant never falls with pressure for some `F > 0`, then it is strictly
increasing for every larger broadening factor `F' ≤ 1`. -/
theorem troe_strictMonoOn_of_larger {F F' : ℝ} (hF : 0 < F) (hFF : F < F') (hF1 : F' ≤ 1)
    (hmono : MonotoneOn (troe F) (Ioi 0)) : StrictMonoOn (troe F') (Ioi 0) := by
  intro x hx y hy hxy
  have hx0 : 0 < x := hx
  have hy0 : 0 < y := hy
  have hF' : 0 < F' := hF.trans hFF
  have h := Real.log_le_log (troe_pos hF hx0) (hmono hx hy hxy.le)
  rw [log_troe hF hx0, log_troe hF hy0, div_eq_mul_inv, div_eq_mul_inv] at h
  refine (Real.log_lt_log_iff (troe_pos hF' hx0) (troe_pos hF' hy0)).1 ?_
  rw [log_troe hF' hx0, log_troe hF' hy0, div_eq_mul_inv, div_eq_mul_inv]
  -- the Lindemann part always grows
  have hA : Real.log x + Real.log (1 + y) < Real.log y + Real.log (1 + x) := by
    rw [← Real.log_mul hx0.ne' (by positivity), ← Real.log_mul hy0.ne' (by positivity)]
    exact Real.log_lt_log (by positivity) (by nlinarith)
  have hc : Real.log F < Real.log F' := Real.log_lt_log hF hFF
  have hc' : Real.log F' ≤ 0 := Real.log_nonpos hF'.le hF1
  generalize (1 + (Real.logb 10 x) ^ 2)⁻¹ = p at h ⊢
  generalize (1 + (Real.logb 10 y) ^ 2)⁻¹ = q at h ⊢
  rcases le_or_gt q p with hpq | hpq
  · nlinarith [mul_nonneg (neg_nonneg.2 hc') (sub_nonneg.2 hpq)]
  · nlinarith [mul_pos (sub_pos.2 hc) (sub_pos.2 hpq)]

end

end TroeFalloff
```

```lean
#print axioms TroeFalloff.troe_strictMonoOn_high_pressure
#print axioms TroeFalloff.troe_strictMonoOn
#print axioms TroeFalloff.troe_one_lt_troe_tenth_iff
#print axioms TroeFalloff.troe_strictMonoOn_of_larger
```

```
'TroeFalloff.troe_strictMonoOn_high_pressure' depends on axioms: [propext, Classical.choice, Quot.sound]
'TroeFalloff.troe_strictMonoOn' depends on axioms: [propext, Classical.choice, Quot.sound]
'TroeFalloff.troe_one_lt_troe_tenth_iff' depends on axioms: [propext, Classical.choice, Quot.sound]
'TroeFalloff.troe_strictMonoOn_of_larger' depends on axioms: [propext, Classical.choice, Quot.sound]
```
